# At fixed springs and temperature, the classical entropy of a harmonic diatomic chain depends on the masses only through their product

Q: Take a chain of atoms with alternating masses 1 and 4, joined by springs. Replace the masses by 2 and 2 and leave the springs alone. The long-wavelength optical frequency changes, since its square is proportional to 1/m₁ + 1/m₂. Yet you say that the classical vibrational entropy stays the same?

A: Yes, for nearest-neighbour harmonic springs. The individual frequencies move, but at each wavevector their product depends on the masses only through m₁m₂, and the classical entropy sees only the logarithm of that product.

Q: Then start from the forces, not from a dispersion formula.

A: Let uₙ and vₙ be the displacements of the masses m₁ and m₂ in cell n. Spring K₁ joins them within the cell, and K₂ joins vₙ to uₙ₊₁. Newton's equations are

m₁ d²uₙ/dt² = K₁(vₙ − uₙ) + K₂(vₙ₋₁ − uₙ)

m₂ d²vₙ/dt² = K₁(uₙ − vₙ) + K₂(uₙ₊₁ − vₙ)

Insert uₙ = (a/√m₁) exp(i(nx − ωt)) and vₙ = (b/√m₂) exp(i(nx − ωt)), where a and b are amplitudes and x is the phase per cell, usually written as wavevector times cell length. Then

ω² a = (K₁ + K₂)/m₁ · a − (K₁ + K₂ exp(−ix))/√(m₁m₂) · b

ω² b = −(K₁ + K₂ exp(ix))/√(m₁m₂) · a + (K₁ + K₂)/m₂ · b

The coefficients form the matrix `bloch`.

```lean
import Mathlib

open scoped Real
open Matrix

namespace DiatomicChainEntropy

noncomputable section

/-- Bloch dynamical matrix, at phase `x` per cell, of a chain with alternating masses
`m₁, m₂ > 0` and alternating springs `K₁, K₂`, in mass-weighted coordinates. -/
def bloch (K₁ K₂ m₁ m₂ x : ℝ) : Matrix (Fin 2) (Fin 2) ℂ :=
  !![((K₁ : ℂ) + K₂) / m₁,
     -((K₁ : ℂ) + K₂ * Complex.exp (-(x * Complex.I))) / (Real.sqrt m₁ * Real.sqrt m₂);
     -((K₁ : ℂ) + K₂ * Complex.exp (x * Complex.I)) / (Real.sqrt m₁ * Real.sqrt m₂),
     ((K₁ : ℂ) + K₂) / m₂]
```

Q: And the frequencies? I don't want them put in by definition.

A: Their squares are the eigenvalues of this matrix. The diagonal entries are real and the two off-diagonal entries are complex conjugates, so the matrix is Hermitian and its eigenvalues are real. Lean checks this entry by entry, and `sqFreq` then takes the eigenvalues from Mathlib's spectral theorem.

```lean
/-- The Bloch matrix is Hermitian. -/
theorem bloch_isHermitian (K₁ K₂ m₁ m₂ x : ℝ) : (bloch K₁ K₂ m₁ m₂ x).IsHermitian := by
  ext i j
  fin_cases i <;> fin_cases j <;>
    simp [bloch, Matrix.conjTranspose_apply, ← Complex.exp_conj]

/-- The two squared frequencies at phase `x`: the eigenvalues of the Bloch matrix, for
positive masses. -/
def sqFreq (K₁ K₂ m₁ m₂ x : ℝ) (i : Fin 2) : ℝ :=
  (bloch_isHermitian K₁ K₂ m₁ m₂ x).eigenvalues i
```

Q: Which index is the acoustic branch?

A: The statements don't need to know. I write ω₀² and ω₁² for the values at Lean's indices 0 and 1, and only their symmetric combinations are used. Their product is the determinant:

ω₀²ω₁² = [(K₁ + K₂)² − (K₁ + K₂ exp(ix))(K₁ + K₂ exp(−ix))]/(m₁m₂)

= [2K₁K₂ − 2K₁K₂ cos x]/(m₁m₂)

= (K₁K₂/(m₁m₂)) · 4 sin²(x/2)

In the proof, `hprod` and `hsum` handle the two exponentials, `hcos` is the half-angle identity, and `linear_combination` assembles the determinant `hD`. Mathlib's `det_eq_prod_eigenvalues` turns it into the product of eigenvalues.

```lean
/-- For positive masses, the product of the two squared frequencies is
`4 K₁ K₂ sin² (x/2) / (m₁ m₂)`. -/
theorem sqFreq_mul (K₁ K₂ x : ℝ) {m₁ m₂ : ℝ} (h₁ : 0 < m₁) (h₂ : 0 < m₂) :
    sqFreq K₁ K₂ m₁ m₂ x 0 * sqFreq K₁ K₂ m₁ m₂ x 1
      = K₁ * K₂ / (m₁ * m₂) * (4 * Real.sin (x / 2) ^ 2) := by
  have r₁ : (m₁ : ℂ) = (Real.sqrt m₁ : ℂ) ^ 2 := by
    rw [← Complex.ofReal_pow, Real.sq_sqrt h₁.le]
  have r₂ : (m₂ : ℂ) = (Real.sqrt m₂ : ℂ) ^ 2 := by
    rw [← Complex.ofReal_pow, Real.sq_sqrt h₂.le]
  have hprod : Complex.exp (x * Complex.I) * Complex.exp (-(x * Complex.I)) = 1 := by
    rw [← Complex.exp_add, add_neg_cancel, Complex.exp_zero]
  have hsum : Complex.exp (x * Complex.I) + Complex.exp (-(x * Complex.I))
      = 2 * (Real.cos x : ℂ) := by
    rw [Complex.ofReal_cos, Complex.cos, neg_mul]
    ring
  have hcos : Real.cos x = 1 - 2 * Real.sin (x / 2) ^ 2 := by
    have h := Real.cos_two_mul (x / 2)
    rw [show 2 * (x / 2) = x by ring] at h
    linarith [Real.sin_sq_add_cos_sq (x / 2)]
  have hc : (Real.cos x : ℂ) = 1 - 2 * (Real.sin (x / 2) : ℂ) ^ 2 := by
    rw [hcos]
    push_cast
    ring
  have hD : (bloch K₁ K₂ m₁ m₂ x).det
      = ((K₁ * K₂ / (m₁ * m₂) * (4 * Real.sin (x / 2) ^ 2) : ℝ) : ℂ) := by
    rw [bloch, Matrix.det_fin_two_of, Complex.ofReal_mul, Complex.ofReal_div,
      Complex.ofReal_mul, Complex.ofReal_mul, Complex.ofReal_mul, Complex.ofReal_pow,
      r₁, r₂, Complex.ofReal_ofNat]
    linear_combination (-((Real.sqrt m₁ : ℂ) ^ 2 * (Real.sqrt m₂ : ℂ) ^ 2)⁻¹) *
      (K₁ * K₂ * hsum + K₂ ^ 2 * hprod + 2 * K₁ * K₂ * hc)
  -- the product of the eigenvalues is the determinant
  have hdet := (bloch_isHermitian K₁ K₂ m₁ m₂ x).det_eq_prod_eigenvalues
  rw [Fin.prod_univ_two] at hdet
  have h : ((K₁ * K₂ / (m₁ * m₂) * (4 * Real.sin (x / 2) ^ 2) : ℝ) : ℂ)
      = (sqFreq K₁ K₂ m₁ m₂ x 0 : ℂ) * (sqFreq K₁ K₂ m₁ m₂ x 1 : ℂ) :=
    hD.symm.trans hdet
  exact_mod_cast h.symm
```

Q: A positive product would also allow two negative squared frequencies, which would be an unstable chain.

A: The trace excludes that:

ω₀² + ω₁² = (K₁ + K₂)(1/m₁ + 1/m₂) > 0

For 0 < x < 2π the product is positive, so the two values have the same sign, and the positive sum makes both positive. The Lean proof splits into the same two cases, and `linarith` refutes the negative one.

```lean
/-- For positive springs and masses, both squared frequencies are positive when
`0 < x < 2π`. -/
theorem sqFreq_pos {K₁ K₂ m₁ m₂ x : ℝ} (k₁ : 0 < K₁) (k₂ : 0 < K₂) (h₁ : 0 < m₁)
    (h₂ : 0 < m₂) (hx : 0 < x) (hx' : x < 2 * π) (i : Fin 2) :
    0 < sqFreq K₁ K₂ m₁ m₂ x i := by
  have hs : 0 < Real.sin (x / 2) :=
    Real.sin_pos_of_pos_of_lt_pi (by linarith) (by linarith)
  have hp : 0 < sqFreq K₁ K₂ m₁ m₂ x 0 * sqFreq K₁ K₂ m₁ m₂ x 1 := by
    rw [sqFreq_mul K₁ K₂ x h₁ h₂]
    positivity
  -- the sum of the eigenvalues is the trace
  have h := (bloch_isHermitian K₁ K₂ m₁ m₂ x).trace_eq_sum_eigenvalues
  rw [Fin.sum_univ_two, Matrix.trace_fin_two] at h
  have ht : (((K₁ + K₂) / m₁ + (K₁ + K₂) / m₂ : ℝ) : ℂ)
      = (sqFreq K₁ K₂ m₁ m₂ x 0 : ℂ) + (sqFreq K₁ K₂ m₁ m₂ x 1 : ℂ) := by
    push_cast
    exact h
  have ht' : (K₁ + K₂) / m₁ + (K₁ + K₂) / m₂
      = sqFreq K₁ K₂ m₁ m₂ x 0 + sqFreq K₁ K₂ m₁ m₂ x 1 := by exact_mod_cast ht
  have hpos : 0 < (K₁ + K₂) / m₁ + (K₁ + K₂) / m₂ := by positivity
  rcases pos_and_pos_or_neg_and_neg_of_mul_pos hp with ⟨ha, hb⟩ | ⟨ha, hb⟩
  · have hall : ∀ j, 0 < sqFreq K₁ K₂ m₁ m₂ x j := Fin.forall_fin_two.2 ⟨ha, hb⟩
    exact hall i
  · linarith
```

Q: At x = 0 the acoustic frequency vanishes and the logarithm diverges. How can the average be finite?

A: The divergence is logarithmic, hence integrable. The average is the integral over [0, 2π] divided by 2π, which by periodicity is the same as averaging over [−π, π].

```lean
/-- Average of a function of the phase `x` over the Brillouin zone `[0, 2π]`. -/
def zoneAverage (f : ℝ → ℝ) : ℝ := (∫ x in (0 : ℝ)..2 * π, f x) / (2 * π)
```

A: What remains is the average of log(4 sin²(x/2)). Let J be the integral of log sin y over [0, π]. Put y = 2z and use sin 2z = 2 sin z cos z:

J = 2 ∫₀^{π/2} (log 2 + log sin z + log cos z) dz

By symmetry, the integrals of log sin z and log cos z over [0, π/2] are each J/2. So

J = π log 2 + J + J, which gives J = −π log 2.

With x = 2y, the average we want is

(1/2π) ∫₀^{2π} [2 log 2 + 2 log sin(x/2)] dx = 2 log 2 + (2/π) J = 0

The lemma `zoneAverage_log_sine` states this for any function of the form α + β log(4 sin²(x/2)), with real constants α and β: its average is α. The form is required only strictly inside the zone. The endpoints, where Lean sets log 0 = 0, have measure zero, and `integral_congr_ae` discards them. The proof then substitutes y = x/2 and takes the value of J from Mathlib.

```lean
/-- A function equal to `α + β log (4 sin² (x/2))` inside the zone has zone average `α`. -/
theorem zoneAverage_log_sine {f : ℝ → ℝ} (α β : ℝ)
    (h : ∀ x, 0 < x → x < 2 * π → f x = α + β * Real.log (4 * Real.sin (x / 2) ^ 2)) :
    zoneAverage f = α := by
  have hne : ∀ᵐ x : ℝ, x ≠ 2 * π := by simp [MeasureTheory.ae_iff]
  have h1 : ∫ x in (0 : ℝ)..2 * π, f x = ∫ x in (0 : ℝ)..2 * π,
      ((α + β * (2 * Real.log 2)) + 2 * β * Real.log (Real.sin (x / 2))) := by
    apply intervalIntegral.integral_congr_ae
    filter_upwards [hne] with x hx hmem
    rw [Set.uIoc_of_le (by positivity)] at hmem
    have hlt : x < 2 * π := lt_of_le_of_ne hmem.2 hx
    have hs : 0 < Real.sin (x / 2) :=
      Real.sin_pos_of_pos_of_lt_pi (by linarith [hmem.1]) (by linarith)
    rw [h x hmem.1 hlt, Real.log_mul (by norm_num) (by positivity),
      show (4 : ℝ) = 2 ^ 2 by norm_num, Real.log_pow, Real.log_pow]
    push_cast
    ring
  -- substitute y = x / 2 and use the integral of log sin
  have h2 : ∫ x in (0 : ℝ)..2 * π,
      ((α + β * (2 * Real.log 2)) + 2 * β * Real.log (Real.sin (x / 2)))
      = 2 * ∫ y in (0 : ℝ)..π,
        ((α + β * (2 * Real.log 2)) + 2 * β * Real.log (Real.sin y)) := by
    have := intervalIntegral.integral_comp_div (a := 0) (b := 2 * π)
      (fun y => (α + β * (2 * Real.log 2)) + 2 * β * Real.log (Real.sin y))
      (two_ne_zero' ℝ)
    rw [zero_div, show 2 * π / 2 = π by ring] at this
    simpa only [smul_eq_mul] using this
  have hI : IntervalIntegrable (fun y => Real.log (Real.sin y)) MeasureTheory.volume 0 π :=
    intervalIntegrable_log_sin
  rw [zoneAverage, h1, h2, intervalIntegral.integral_add
    (continuous_const.intervalIntegrable _ _) (hI.const_mul _),
    intervalIntegral.integral_const, intervalIntegral.integral_const_mul,
    integral_log_sin_zero_pi, smul_eq_mul, sub_zero]
  have hpi := Real.pi_ne_zero
  field_simp
  ring
```

Q: So the average of the logarithm is just the logarithm of the prefactor.

A: Yes. For positive springs and masses,

average of log(ω₀²ω₁²) = log(K₁K₂/(m₁m₂))

This is the lemma with β = 1, after the logarithm of the product has been split.

```lean
/-- For positive springs and masses, the zone average of the logarithm of the product of the
squared frequencies is `log (K₁ K₂ / (m₁ m₂))`. -/
theorem average_log_sqFreq {K₁ K₂ m₁ m₂ : ℝ} (k₁ : 0 < K₁) (k₂ : 0 < K₂) (h₁ : 0 < m₁)
    (h₂ : 0 < m₂) :
    zoneAverage (fun x => Real.log (sqFreq K₁ K₂ m₁ m₂ x 0 * sqFreq K₁ K₂ m₁ m₂ x 1))
      = Real.log (K₁ * K₂ / (m₁ * m₂)) := by
  apply zoneAverage_log_sine _ 1
  intro x hx hx'
  have hs : 0 < Real.sin (x / 2) :=
    Real.sin_pos_of_pos_of_lt_pi (by linarith) (by linarith)
  rw [sqFreq_mul K₁ K₂ x h₁ h₂, Real.log_mul (by positivity) (by positivity), one_mul]
```

Q: A mistake I could imagine making is to average first and take the logarithm afterwards.

A: That gives a wrong answer. The average of 4 sin²(x/2) is 2, so you would pick up a spurious log 2. The average of the logarithm is zero.

Q: Now the entropy. What does "classical" mean when ħ appears in the formula?

A: A classical oscillator of frequency ω has partition function Z = kT/(ħω), where k is Boltzmann's constant, T the temperature, and ħ sets the size of the phase-space cell. Its free energy is F = −kT log Z, so

S = −dF/dT = k(1 + log(kT/(ħω)))

The definition `entropy` sums this over the two modes and averages over the zone, which gives the entropy per cell of an infinite chain.

```lean
/-- Classical vibrational entropy per cell at temperature `T > 0`, with Boltzmann constant
`k > 0` and reduced Planck constant `ħ > 0`, for positive springs and masses: the zone average
of `k (1 + log (k T / (ħ ω)))` summed over the two modes. -/
def entropy (k ħ T K₁ K₂ m₁ m₂ : ℝ) : ℝ :=
  zoneAverage (fun x => ∑ i : Fin 2,
    k * (1 + Real.log (k * T / (ħ * Real.sqrt (sqFreq K₁ K₂ m₁ m₂ x i)))))
```

Q: So where does the formal model stop and my chain begin?

A: At the two definitions: Lean starts from the matrix and the entropy formula, and the passage to them from Newton's equations and classical statistics is the argument I gave you in words. A real crystal also has anharmonicity, longer-range forces and, at low temperature, quantum statistics. Longer-range harmonic forces alone, as long as the chain stays stable, would change the closed form below but not the role of m₁m₂: the determinant of the mass-weighted matrix is still that of the force-constant matrix divided by m₁m₂.

Q: Then derive the closed form.

A: Inside the zone both frequencies are positive, so log ω = ½ log ω². Summing over the modes gives

k[2 + 2 log(kT/ħ) − ½ log(ω₀²ω₁²)]

and averaging gives

S = k[2 + 2 log(kT/ħ) − ½ log(K₁K₂/(m₁m₂))]

In Lean, `hmode` rewrites one mode's logarithm, `hl` is the logarithm of the product formula, and the averaging lemma is applied with β = −k/2. The variables are plain real numbers, so the quantities are to be read in one consistent set of units.

```lean
/-- Closed form of the classical vibrational entropy per cell, for positive constants,
temperature, springs and masses. -/
theorem entropy_eq {k ħ T K₁ K₂ m₁ m₂ : ℝ} (hk : 0 < k) (hħ : 0 < ħ) (hT : 0 < T)
    (k₁ : 0 < K₁) (k₂ : 0 < K₂) (h₁ : 0 < m₁) (h₂ : 0 < m₂) :
    entropy k ħ T K₁ K₂ m₁ m₂
      = k * (2 + 2 * Real.log (k * T / ħ) - Real.log (K₁ * K₂ / (m₁ * m₂)) / 2) := by
  apply zoneAverage_log_sine _ (-k / 2)
  intro x hx hx'
  have hs : 0 < Real.sin (x / 2) :=
    Real.sin_pos_of_pos_of_lt_pi (by linarith) (by linarith)
  have hp := sqFreq_pos k₁ k₂ h₁ h₂ hx hx'
  -- each mode contributes minus half the logarithm of its squared frequency
  have hmode : ∀ i, Real.log (k * T / (ħ * Real.sqrt (sqFreq K₁ K₂ m₁ m₂ x i)))
      = Real.log (k * T / ħ) - Real.log (sqFreq K₁ K₂ m₁ m₂ x i) / 2 := fun i => by
    rw [← div_div, Real.log_div (by positivity) (Real.sqrt_pos.2 (hp i)).ne',
      Real.log_sqrt (hp i).le]
  have hl := congrArg Real.log (sqFreq_mul K₁ K₂ x h₁ h₂)
  rw [Real.log_mul (hp 0).ne' (hp 1).ne', Real.log_mul (by positivity) (by positivity)] at hl
  rw [Fin.sum_univ_two, hmode, hmode]
  linear_combination (-k / 2) * hl
```

Q: This shows that equal products give equal entropies. Could different products also do so?

A: No, not with the springs, the temperature and the constants held fixed. If the masses M₁, M₂ give the same entropy as m₁, m₂, cancel k and the common terms:

log(K₁K₂/(m₁m₂)) = log(K₁K₂/(M₁M₂))

The logarithm is injective on positive numbers, so m₁m₂ = M₁M₂. The theorem `entropy_eq_iff` states both directions, and its proof takes these steps with `Real.log_injOn_pos` and a cancellation of K₁K₂.

```lean
/-- At fixed positive constants, temperature and springs, two pairs of positive masses give the
same classical vibrational entropy exactly when their products are equal. -/
theorem entropy_eq_iff {k ħ T K₁ K₂ m₁ m₂ M₁ M₂ : ℝ} (hk : 0 < k) (hħ : 0 < ħ) (hT : 0 < T)
    (k₁ : 0 < K₁) (k₂ : 0 < K₂) (h₁ : 0 < m₁) (h₂ : 0 < m₂) (H₁ : 0 < M₁) (H₂ : 0 < M₂) :
    entropy k ħ T K₁ K₂ m₁ m₂ = entropy k ħ T K₁ K₂ M₁ M₂ ↔ m₁ * m₂ = M₁ * M₂ := by
  rw [entropy_eq hk hħ hT k₁ k₂ h₁ h₂, entropy_eq hk hħ hT k₁ k₂ H₁ H₂]
  constructor
  · intro h
    have h' := mul_left_cancel₀ hk.ne' h
    have hlog : Real.log (K₁ * K₂ / (m₁ * m₂)) = Real.log (K₁ * K₂ / (M₁ * M₂)) := by
      linarith
    have hq := Real.log_injOn_pos (Set.mem_Ioi.2 (by positivity))
      (Set.mem_Ioi.2 (by positivity)) hlog
    rw [div_eq_div_iff (by positivity) (by positivity)] at hq
    exact (mul_left_cancel₀ (mul_pos k₁ k₂).ne' hq).symm
  · intro h
    rw [h]
```

Q: And the textbook chain with a single spring constant K?

A: Set K₁ = K₂ = K, and the average becomes log(K²/(m₁m₂)).

```lean
/-- Equal springs: for positive `K, m₁, m₂` the zone average of the logarithm of the product of
the squared acoustic and optical frequencies is `log (K² / (m₁ m₂))`. -/
theorem average_log_sqFreq_equal_springs {K m₁ m₂ : ℝ} (hK : 0 < K) (h₁ : 0 < m₁)
    (h₂ : 0 < m₂) :
    zoneAverage (fun x => Real.log (sqFreq K K m₁ m₂ x 0 * sqFreq K K m₁ m₂ x 1))
      = Real.log (K ^ 2 / (m₁ * m₂)) := by
  rw [average_log_sqFreq hK hK h₁ h₂, pow_two]

end

end DiatomicChainEntropy
```

```lean
#print axioms DiatomicChainEntropy.entropy_eq_iff
#print axioms DiatomicChainEntropy.average_log_sqFreq_equal_springs
```

```
'DiatomicChainEntropy.entropy_eq_iff' depends on axioms: [propext, Classical.choice, Quot.sound]
'DiatomicChainEntropy.average_log_sqFreq_equal_springs' depends on axioms: [propext, Classical.choice, Quot.sound]
```

Q: Let me try my own masses, with K = 2. At x = π the off-diagonal entries vanish, so the squared frequencies are 2K/m₁ and 2K/m₂. Masses 1 and 4 give 4 and 1, and masses 2 and 2 give 2 and 2.

A: The spectra differ, but the product is 4 both times. Over the whole zone, K²/(m₁m₂) = 1 in both cases, so the average logarithm is 0 and the entropies agree. With masses 1 and 1 the ratio is 4, and the entropy per cell is lower by ½ k log 4 = k log 2, about 0.69 k.

Q: Does holding the springs fixed correspond to anything real?

A: To isotope substitution. In the Born–Oppenheimer approximation, force constants from an electronic-structure calculation don't depend on the nuclear masses. For this classical, nearest-neighbour harmonic chain, the formula then gives the entropy change directly, and a numerical zone average can be compared with it.
